# For two electrons in a finite real basis, the singlet Schrödinger equation is equivalent to its natural-orbital equations

Let a real symmetric matrix $C$ hold the coefficients of a two-electron spatial function, with orthonormal eigenvectors $\varphi_k$ and eigenvalues $c_k$. For a real symmetric one-electron matrix $h$, a real interaction matrix $W$ and a real number $E$, the equation $(h\otimes1+1\otimes h+W)C=EC$ holds exactly when, for all $k$ and $l$,

$$(c_k+c_l)\,h_{kl}+w_{kl}=E\,c_k\,\delta_{kl},$$

where $h_{kl}=\langle\varphi_k,h\varphi_l\rangle$ and $w_{kl}=\sum_m\langle\varphi_k\otimes\varphi_l,W(\varphi_m\otimes\varphi_m)\rangle c_m$.

## Two electrons and their natural orbitals

In an orthonormal orbital basis, a singlet has the symmetric spatial function $\Psi(i,j)=C_{ij}$. Its spin-summed one-particle density matrix is $\gamma=2CC^T=2C^2$, so

$$\gamma\varphi_k=2c_k^2\,\varphi_k .$$

The eigenvectors of $C$ are therefore natural orbitals with occupations $2c_k^2$. If $\operatorname{tr}C^2=1$, evaluating the trace in this basis gives $\sum_k c_k^2=1$, and the occupations sum to 2.

The occupations don't fix the signs of the $c_k$, but the equations depend on them: two equally occupied orbitals with opposite signs have $c_k+c_l=0$.

## The statement in Lean

| Lean | Physics |
|---|---|
| `n` | finite set of basis orbitals |
| `wave C` | $\Psi$ |
| `pair (φ k) (φ l)` | $\varphi_k\otimes\varphi_l$ |
| `hamiltonian h W` | $h\otimes1+1\otimes h+W$ |
| `φ k ⬝ᵥ h *ᵥ φ l` | $h_{kl}$ |
| `coupling W φ c k l` | $w_{kl}$ |

`IsNaturalBasis C φ c` says that the `φ k` are orthonormal and that `C *ᵥ φ k = c k • φ k`. Such a basis exists for every symmetric `C`. The equivalence needs this basis and `h.IsSymm`; only the theorem on occupations needs the normalisation.

`W` is any real matrix on pairs of indices, so neither Coulomb form nor exchange symmetry is assumed. The spin function is left implicit, and the continuum limit, with its electron-electron cusp, is not treated.

## Projection onto orbital products

Orthonormality of a full basis gives closure, $\sum_m\varphi_m(i)\varphi_m(j)=\delta_{ij}$. Inserting it to the right of $C$ yields

$$C_{ij}=\sum_m (C\varphi_m)(i)\,\varphi_m(j)=\sum_m c_m\,\varphi_m(i)\varphi_m(j).$$

Now project $H\Psi$, with $H=h\otimes1+1\otimes h+W$, onto $\varphi_k\otimes\varphi_l$. Matrix elements of product operators factorise, so the one-electron terms are

$$\sum_m c_m\,(h_{km}\delta_{lm}+\delta_{km}h_{lm})=c_l h_{kl}+c_k h_{lk}=(c_k+c_l)h_{kl},$$

by symmetry of $h$. The interaction contributes $w_{kl}$, and $E\Psi$ projects to $E c_k\delta_{kl}$. Conversely, the products $\varphi_k\otimes\varphi_l$ are complete, so equality of all projections implies $H\Psi=E\Psi$.

## Vanishing sums and recovery of $h$

Suppose that $H\Psi=E\Psi$ and $c_k+c_l=0$. Then $h_{kl}$ drops out. The right-hand side is zero too: for $k\ne l$ because of $\delta_{kl}$, for $k=l$ because $c_k=0$. Hence $w_{kl}=0$.

If no sum vanishes, division gives

$$h_{kl}=\frac{E c_k\delta_{kl}-w_{kl}}{c_k+c_l}.$$

The eigenfunction, the interaction and the energy then determine $h$. If some sum $c_k+c_l$ vanishes, they don't: $h_{kl}=h_{lk}$ can take any value without affecting the equations. A single unoccupied natural orbital is enough for this, with $k=l$.

For the Hubbard dimer in the file, $h$ is determined. Its coefficient matrix has eigenvalues $4/5$ and $-3/5$, hence occupations $1.28$ and $0.72$, and no sum vanishes.

## The complete Lean file

```lean
import Mathlib

open Matrix
open scoped Kronecker

namespace NaturalOrbitalEquations

noncomputable section

variable {n : Type*} [Fintype n] [DecidableEq n]

/-- The product of two orbitals, `(u ⊗ v)(i, j) = u i * v j`. -/
def pair (u v : n → ℝ) : n × n → ℝ := fun p => u p.1 * v p.2

/-- The two-electron spatial function with coefficient matrix `C`. -/
def wave (C : Matrix n n ℝ) : n × n → ℝ := fun p => C p.1 p.2

/-- The two-electron Hamiltonian `h ⊗ 1 + 1 ⊗ h + W`. -/
def hamiltonian (h : Matrix n n ℝ) (W : Matrix (n × n) (n × n) ℝ) :
    Matrix (n × n) (n × n) ℝ :=
  h ⊗ₖ (1 : Matrix n n ℝ) + (1 : Matrix n n ℝ) ⊗ₖ h + W

/-- The spin-summed one-particle density matrix `γ = 2 C Cᵀ`. -/
def densityMatrix (C : Matrix n n ℝ) : Matrix n n ℝ := (2 : ℝ) • (C * Cᵀ)

/-- The orbitals `φ k` are orthonormal eigenvectors of `C` with eigenvalues `c k`. -/
def IsNaturalBasis (C : Matrix n n ℝ) (φ : n → n → ℝ) (c : n → ℝ) : Prop :=
  (∀ k l, φ k ⬝ᵥ φ l = if k = l then 1 else 0) ∧ ∀ k, C *ᵥ φ k = c k • φ k

/-- The interaction sum `∑ m, ⟨φ k ⊗ φ l, W (φ m ⊗ φ m)⟩ c m`. -/
def coupling (W : Matrix (n × n) (n × n) ℝ) (φ : n → n → ℝ) (c : n → ℝ) (k l : n) : ℝ :=
  ∑ m, (pair (φ k) (φ l) ⬝ᵥ W *ᵥ pair (φ m) (φ m)) * c m

/-- Every real symmetric coefficient matrix has a natural basis. -/
theorem exists_naturalBasis {C : Matrix n n ℝ} (hC : C.IsSymm) :
    ∃ φ c, IsNaturalBasis C φ c := by
  have hH : C.IsHermitian := by
    ext i j
    simpa using hC.apply i j
  refine ⟨fun k => (hH.eigenvectorBasis k).ofLp, hH.eigenvalues, fun k l => ?_,
    fun k => hH.mulVec_eigenvectorBasis k⟩
  have h := orthonormal_iff_ite.mp hH.eigenvectorBasis.orthonormal k l
  rw [PiLp.inner_apply] at h
  refine Eq.trans ?_ h
  simp [dotProduct, mul_comm]

omit [DecidableEq n] in
/-- Matrix elements of a product operator between product functions factorise. -/
theorem kronecker_element (A B : Matrix n n ℝ) (u v x y : n → ℝ) :
    pair u v ⬝ᵥ (A ⊗ₖ B) *ᵥ pair x y = (u ⬝ᵥ A *ᵥ x) * (v ⬝ᵥ B *ᵥ y) := by
  have e : (A ⊗ₖ B) *ᵥ pair x y = pair (A *ᵥ x) (B *ᵥ y) := by
    funext ⟨i, j⟩
    simp only [Matrix.mulVec, dotProduct, pair, Fintype.sum_prod_type,
      Matrix.kroneckerMap_apply, Finset.sum_mul_sum]
    exact Finset.sum_congr rfl fun a _ => Finset.sum_congr rfl fun b _ => by ring
  rw [e]
  simp only [dotProduct, pair, Fintype.sum_prod_type, Finset.sum_mul_sum]
  exact Finset.sum_congr rfl fun a _ => Finset.sum_congr rfl fun b _ => by ring

variable {C : Matrix n n ℝ} {φ : n → n → ℝ} {c : n → ℝ}

/-- Closure relation: the projectors on the orbitals of a natural basis sum to the identity. -/
theorem closure (hφ : IsNaturalBasis C φ c) : (Matrix.of φ)ᵀ * Matrix.of φ = 1 := by
  rw [mul_eq_one_comm]
  ext k l
  have e : (Matrix.of φ * (Matrix.of φ)ᵀ) k l = φ k ⬝ᵥ φ l := rfl
  rw [e, hφ.1, Matrix.one_apply]

/-- Natural expansion: the two-electron function is `∑ m, c m φ m ⊗ φ m`. -/
theorem natural_expansion (hφ : IsNaturalBasis C φ c) :
    wave C = ∑ m, c m • pair (φ m) (φ m) := by
  funext ⟨i, j⟩
  have h : C = (C * (Matrix.of φ)ᵀ) * Matrix.of φ := by
    rw [Matrix.mul_assoc, closure hφ, Matrix.mul_one]
  have e : ∀ m, (C * (Matrix.of φ)ᵀ) i m = c m * φ m i := fun m => congrFun (hφ.2 m) i
  calc wave C (i, j) = ((C * (Matrix.of φ)ᵀ) * Matrix.of φ) i j :=
        congrFun (congrFun h i) j
    _ = ∑ m, c m * φ m i * φ m j := by
        rw [Matrix.mul_apply]
        exact Finset.sum_congr rfl fun m _ => congrArg (· * φ m j) (e m)
    _ = _ := by simp [pair, Finset.sum_apply, mul_assoc]

/-- Two two-electron functions with the same overlaps with all products of natural orbitals
are equal. -/
theorem product_complete (hφ : IsNaturalBasis C φ c) {x y : n × n → ℝ}
    (hxy : ∀ k l, pair (φ k) (φ l) ⬝ᵥ x = pair (φ k) (φ l) ⬝ᵥ y) : x = y := by
  have h : (Matrix.of φ ⊗ₖ Matrix.of φ) *ᵥ x = (Matrix.of φ ⊗ₖ Matrix.of φ) *ᵥ y :=
    funext fun p => hxy p.1 p.2
  -- undo the change of basis with the transposed matrix
  have h' := congrArg (((Matrix.of φ)ᵀ ⊗ₖ (Matrix.of φ)ᵀ) *ᵥ ·) h
  simpa only [Matrix.mulVec_mulVec, ← Matrix.mul_kronecker_mul, closure hφ,
    Matrix.one_kronecker_one, Matrix.one_mulVec] using h'

/-- For `trace (C²) = 1` the density matrix is `2 C²`, the natural orbitals are its eigenvectors
with occupations `2 (c k)²`, and the occupations sum to two. -/
theorem occupations (hφ : IsNaturalBasis C φ c) (hN : Matrix.trace (C * C) = 1) :
    densityMatrix C = (2 : ℝ) • (C * C) ∧
    (∀ k, densityMatrix C *ᵥ φ k = (2 * c k ^ 2) • φ k) ∧ ∑ k, 2 * c k ^ 2 = 2 := by
  have ent : ∀ i j, C i j = ∑ m, c m * (φ m i * φ m j) := fun i j => by
    simpa [wave, pair] using congrFun (natural_expansion hφ) (i, j)
  have hs : Cᵀ = C := by
    ext i j
    rw [Matrix.transpose_apply, ent j i, ent i j]
    exact Finset.sum_congr rfl fun m _ => by ring
  have hγ : densityMatrix C = (2 : ℝ) • (C * C) := by rw [densityMatrix, hs]
  have sq_eig : ∀ k, (C * C) *ᵥ φ k = (c k ^ 2) • φ k := fun k => by
    rw [← Matrix.mulVec_mulVec, hφ.2, Matrix.mulVec_smul, hφ.2, smul_smul, sq]
  refine ⟨hγ, fun k => ?_, ?_⟩
  · rw [hγ, Matrix.smul_mulVec, sq_eig, smul_smul]
  · -- evaluate the trace in the natural basis
    have ht : Matrix.trace (C * C) = ∑ k, φ k ⬝ᵥ (C * C) *ᵥ φ k :=
      calc Matrix.trace (C * C)
          = Matrix.trace (Matrix.of φ * (C * C * (Matrix.of φ)ᵀ)) := by
            rw [Matrix.trace_mul_comm (Matrix.of φ), Matrix.mul_assoc (C * C),
              closure hφ, Matrix.mul_one]
        _ = _ := rfl
    have hd : ∀ k, φ k ⬝ᵥ (C * C) *ᵥ φ k = c k ^ 2 := fun k => by
      rw [sq_eig, dotProduct_smul, hφ.1]
      simp
    simp only [hd] at ht
    rw [← Finset.mul_sum, ← ht, hN, mul_one]

/-- For symmetric `h`, the two-electron Schrödinger equation holds exactly when
`(c k + c l) h_kl + ∑ m, ⟨φ k ⊗ φ l, W (φ m ⊗ φ m)⟩ c m = E c k δ_kl` for all natural
orbitals `k` and `l`. -/
theorem schrodinger_iff_natural_orbital_equations (hφ : IsNaturalBasis C φ c)
    {h : Matrix n n ℝ} (hh : h.IsSymm) (W : Matrix (n × n) (n × n) ℝ) (E : ℝ) :
    hamiltonian h W *ᵥ wave C = E • wave C ↔
      ∀ k l, (c k + c l) * (φ k ⬝ᵥ h *ᵥ φ l) + coupling W φ c k l
        = if k = l then E * c k else 0 := by
  -- insert the natural expansion into any matrix element
  have lin : ∀ (v : n × n → ℝ) (A : Matrix (n × n) (n × n) ℝ),
      v ⬝ᵥ A *ᵥ wave C = ∑ m, c m * (v ⬝ᵥ A *ᵥ pair (φ m) (φ m)) := by
    intro v A
    rw [natural_expansion hφ]
    let L : (n × n → ℝ) →ₗ[ℝ] ℝ :=
      { toFun := fun x => v ⬝ᵥ A *ᵥ x
        map_add' := fun x y => by rw [Matrix.mulVec_add, dotProduct_add]
        map_smul' := fun r x => by rw [Matrix.mulVec_smul, dotProduct_smul]; rfl }
    have e := map_sum L (fun m => c m • pair (φ m) (φ m)) Finset.univ
    simp only [map_smul, smul_eq_mul] at e
    exact e
  have projC : ∀ k l, pair (φ k) (φ l) ⬝ᵥ wave C = if k = l then c k else 0 := by
    intro k l
    have e := lin (pair (φ k) (φ l)) ((1 : Matrix n n ℝ) ⊗ₖ (1 : Matrix n n ℝ))
    simp only [kronecker_element, Matrix.one_mulVec, hφ.1] at e
    rw [Matrix.one_kronecker_one, Matrix.one_mulVec] at e
    rw [e]
    by_cases hkl : k = l
    · simp [hkl]
    · simp [hkl]
  have projH : ∀ k l, pair (φ k) (φ l) ⬝ᵥ hamiltonian h W *ᵥ wave C
      = (c k + c l) * (φ k ⬝ᵥ h *ᵥ φ l) + coupling W φ c k l := by
    intro k l
    have e : ∀ m, c m * (pair (φ k) (φ l) ⬝ᵥ hamiltonian h W *ᵥ pair (φ m) (φ m))
        = (if l = m then c m * (φ k ⬝ᵥ h *ᵥ φ m) else 0)
          + (if k = m then c m * (φ l ⬝ᵥ h *ᵥ φ m) else 0)
          + (pair (φ k) (φ l) ⬝ᵥ W *ᵥ pair (φ m) (φ m)) * c m := by
      intro m
      simp only [hamiltonian, Matrix.add_mulVec, dotProduct_add, kronecker_element,
        Matrix.one_mulVec, hφ.1]
      split_ifs <;> ring
    have hsym : φ l ⬝ᵥ h *ᵥ φ k = φ k ⬝ᵥ h *ᵥ φ l := by
      rw [Matrix.dotProduct_mulVec (φ l) h (φ k), ← Matrix.mulVec_transpose, hh.eq,
        dotProduct_comm (h *ᵥ φ l) (φ k)]
    rw [lin, Finset.sum_congr rfl fun m _ => e m, Finset.sum_add_distrib,
      Finset.sum_add_distrib]
    simp only [Finset.sum_ite_eq, Finset.mem_univ, if_true]
    rw [hsym, coupling]
    ring
  constructor
  · intro H k l
    rw [← projH, H, dotProduct_smul, projC]
    split_ifs <;> simp
  · intro H
    apply product_complete hφ
    intro k l
    rw [dotProduct_smul, projH, projC, H k l]
    split_ifs <;> simp

/-- For an eigenfunction with symmetric `h`, the interaction sum of two natural orbitals with
`c k + c l = 0` vanishes; `k = l` is the case of an unoccupied natural orbital. -/
theorem coupling_eq_zero_of_singular (hφ : IsNaturalBasis C φ c)
    {h : Matrix n n ℝ} (hh : h.IsSymm) {W : Matrix (n × n) (n × n) ℝ} {E : ℝ}
    (hE : hamiltonian h W *ᵥ wave C = E • wave C) {k l : n} (hkl : c k + c l = 0) :
    coupling W φ c k l = 0 := by
  have e := (schrodinger_iff_natural_orbital_equations hφ hh W E).mp hE k l
  rw [hkl, zero_mul, zero_add] at e
  rw [e]
  split_ifs with heq
  · subst heq
    have hk : c k = 0 := by linarith
    rw [hk, mul_zero]
  · rfl

/-- If no sum `c k + c l` vanishes, two symmetric one-electron Hamiltonians that share the
eigenfunction, the interaction and the energy are equal. -/
theorem one_electron_hamiltonian_unique (hφ : IsNaturalBasis C φ c)
    (hc : ∀ k l, c k + c l ≠ 0) {h h' : Matrix n n ℝ} (hh : h.IsSymm) (hh' : h'.IsSymm)
    {W : Matrix (n × n) (n × n) ℝ} {E : ℝ}
    (hE : hamiltonian h W *ᵥ wave C = E • wave C)
    (hE' : hamiltonian h' W *ᵥ wave C = E • wave C) : h = h' := by
  have el : ∀ (A : Matrix n n ℝ) k l, pair (φ k) (φ l) ⬝ᵥ wave A = φ k ⬝ᵥ A *ᵥ φ l := by
    intro A k l
    simp only [dotProduct, Matrix.mulVec, pair, wave, Fintype.sum_prod_type, Finset.mul_sum]
    exact Finset.sum_congr rfl fun a _ => Finset.sum_congr rfl fun b _ => by ring
  have hw : wave h = wave h' := by
    apply product_complete hφ
    intro k l
    rw [el, el]
    have e := (schrodinger_iff_natural_orbital_equations hφ hh W E).mp hE k l
    have e' := (schrodinger_iff_natural_orbital_equations hφ hh' W E).mp hE' k l
    exact mul_left_cancel₀ (hc k l) (by linarith)
  ext i j
  exact congrFun hw (i, j)

/-- A Hubbard dimer with hopping element `-7` and on-site repulsion `96` has a normalised
symmetric eigenfunction of energy `-2`, with coefficients `1/10` on and `7/10` off the diagonal. -/
theorem hubbard_dimer_witness :
    (!![1/10, 7/10; 7/10, 1/10] : Matrix (Fin 2) (Fin 2) ℝ).IsSymm ∧
    (!![0, -7; -7, 0] : Matrix (Fin 2) (Fin 2) ℝ).IsSymm ∧
    Matrix.trace ((!![1/10, 7/10; 7/10, 1/10] : Matrix (Fin 2) (Fin 2) ℝ)
      * !![1/10, 7/10; 7/10, 1/10]) = 1 ∧
    hamiltonian !![0, -7; -7, 0] (Matrix.diagonal fun p => if p.1 = p.2 then 96 else 0)
      *ᵥ wave (!![1/10, 7/10; 7/10, 1/10] : Matrix (Fin 2) (Fin 2) ℝ)
      = (-2 : ℝ) • wave !![1/10, 7/10; 7/10, 1/10] := by
  refine ⟨?_, ?_, ?_, ?_⟩
  · ext i j
    fin_cases i <;> fin_cases j <;> rfl
  · ext i j
    fin_cases i <;> fin_cases j <;> rfl
  · rw [Matrix.trace_fin_two]
    norm_num [Matrix.mul_apply, Fin.sum_univ_two]
  · funext ⟨i, j⟩
    fin_cases i <;> fin_cases j <;>
      norm_num [hamiltonian, wave, Matrix.mulVec, dotProduct, Fintype.sum_prod_type,
        Fin.sum_univ_two, Matrix.kroneckerMap_apply, Matrix.one_apply, Matrix.diagonal_apply]

end

end NaturalOrbitalEquations
```

```lean
#print axioms NaturalOrbitalEquations.occupations
#print axioms NaturalOrbitalEquations.schrodinger_iff_natural_orbital_equations
#print axioms NaturalOrbitalEquations.coupling_eq_zero_of_singular
#print axioms NaturalOrbitalEquations.one_electron_hamiltonian_unique
```

```
'NaturalOrbitalEquations.occupations' depends on axioms: [propext, Classical.choice, Quot.sound]
'NaturalOrbitalEquations.schrodinger_iff_natural_orbital_equations' depends on axioms: [propext, Classical.choice, Quot.sound]
'NaturalOrbitalEquations.coupling_eq_zero_of_singular' depends on axioms: [propext, Classical.choice, Quot.sound]
'NaturalOrbitalEquations.one_electron_hamiltonian_unique' depends on axioms: [propext, Classical.choice, Quot.sound]
```

## From matrix elements to the equivalence

`exists_naturalBasis` takes the eigenvectors from Mathlib's spectral theorem. `natural_expansion` inserts closure, and `occupations` uses the expansion to recover the symmetry of `C` before evaluating the trace.

In the main theorem, `lin` inserts the expansion into a matrix element. `projC` and `projH` compute the projections of $\Psi$ and $H\Psi$, with `kronecker_element` supplying the factorisation. The forward direction compares them; the converse applies `product_complete`, which undoes the change of basis with the transposed matrix.

`coupling_eq_zero_of_singular` follows the two cases above. For uniqueness, `mul_left_cancel₀` cancels $c_k+c_l$, and `product_complete` is applied to `wave h` and `wave h'`. The dimer is checked entry by entry.

## Closure through `mul_eq_one_comm`

`Matrix.of φ` is the matrix $\Phi$ whose rows are the orbitals. Orthonormality says $\Phi\Phi^T=1$, whereas closure says $\Phi^T\Phi=1$. The rewrite `mul_eq_one_comm` exchanges the two, since a one-sided inverse of a square real matrix is two-sided. $\Phi$ is square because `n` labels both the orbitals and their components. In infinite dimension an orthonormal family can be incomplete, and this step would fail.
